# Orthonormal orbitals with the same density matrix can have different self-interaction energies

## A correction that depends on the choice of orbitals

Suppose a self-interaction correction is computed orbital by orbital for a periodic system, and the orbitals are taken to be whatever the diagonalization returns. These are Bloch orbitals, spread over the whole crystal, and in a large crystal the correction for each of them is close to zero. A second calculation uses localized orbitals that span the same occupied space and finds a finite correction for each. The density is the same in both, so anyone who treats the correction as a property of the density will take one of the two numbers for a mistake.

Neither need be one. A lattice model with a completely filled band shows the effect in closed form.

## The model

Take \(M\) sites, numbered \(x = 0, \dots, M-1\), and electrons of a single spin. An orbital is a complex function \(\varphi\) on the sites, and its own density is \(|\varphi(x)|^2\). Its self-interaction energy is

\[
S(\varphi) = \sum_x \left( \frac{U}{2}\,|\varphi(x)|^4 - c\,|\varphi(x)|^{8/3} \right).
\]

The first term is the Hartree energy of the orbital density with itself, for an on-site repulsion \(U\). The second is a local exchange energy of strength \(c\), proportional to the density to the power \(4/3\). For a single electron, exact exchange would cancel the Hartree term, so a nonzero \(S\) measures the error of the local approximation. The Perdew–Zunger correction subtracts such a term for every occupied orbital; the model keeps that structure, without correlation and without long-range Coulomb interaction.

There are two families of orbitals, both labelled by \(k = 0, \dots, M-1\):

\[
\text{site: } \varphi_k(x) = \delta_{xk}, \qquad
\text{Bloch: } \varphi_k(x) = \frac{1}{\sqrt M}\, e^{2\pi i k x/M}.
\]

All \(M\) orbitals of a family are occupied once. The density matrix is \(\rho(x,y) = \sum_k \varphi_k(x)\,\overline{\varphi_k(y)}\), and the density is \(n(x) = \sum_k |\varphi_k(x)|^2\).

## What is proved

Both families are orthonormal, they have the same density matrix, and both give density 1 on every site. The energies are

\[
S_{\text{site}} = \frac U2 - c, \qquad
S_{\text{Bloch}} = \frac{U}{2M} - c\,M^{-1/3},
\]

the same for every \(k\). As \(M\) grows, \(S_{\text{Bloch}}\) tends to 0, whichever wave number is picked at each size. If \(M \ge 2\) and \(0 \le c < U/2\), the sum of \(S\) over the Bloch orbitals is strictly below the sum over the site orbitals.

The last statement needs some restriction, because the two values coincide for special ratios of \(U\) to \(c\), and always for \(M = 1\), where the two families are the same. The condition \(c < U/2\) says that exchange is too weak to cancel the Hartree energy of an electron sitting on one site. It is sufficient but not sharp: for \(c = U/2 > 0\) and \(M \ge 2\) the strict inequality still holds.

For this filled one-spin band, with \(M \ge 2\) and \(0 \le c < U/2\), the density matrix alone therefore does not determine the sum of the orbital self-interaction energies; it also depends on which orbitals are used.

## Derivation

**Density matrix.** Let \(\varphi_0, \dots, \varphi_{M-1}\) be any orthonormal family. Put \(A_{kx} = \overline{\varphi_k(x)}\) and \(B_{xk} = \varphi_k(x)\). Orthonormality says \(AB = 1\). The matrices are square, so \(BA = 1\) too, which reads

\[
\sum_k \varphi_k(x)\,\overline{\varphi_k(y)} = \delta_{xy}.
\]

The diagonal \(x = y\) gives \(n(x) = 1\).

**Orthonormality.** For site orbitals, \(\sum_x \delta_{xk}\delta_{xl} = \delta_{kl}\). For Bloch orbitals let \(\zeta = e^{2\pi i/M}\) and \(w = \bar\zeta^{\,k}\zeta^{\,l}\). The overlap is

\[
\sum_x \overline{\varphi_k(x)}\,\varphi_l(x) = \frac1M \sum_{x=0}^{M-1} w^x .
\]

If \(k = l\), then \(w = 1\) and the overlap is 1. If \(k \ne l\), then \(w \neq 1\), since the powers \(\zeta^0, \dots, \zeta^{M-1}\) are distinct. But \(w^M = 1\), so

\[
(w - 1)\sum_{x=0}^{M-1} w^x = w^M - 1 = 0,
\]

and the sum vanishes.

**Energies.** A site orbital has modulus 1 on one site and 0 elsewhere, which gives \(U/2 - c\). A Bloch orbital has modulus \(M^{-1/2}\) on every site, so

\[
S_{\text{Bloch}} = M\left(\frac U2 M^{-2} - c\,M^{-4/3}\right) = \frac{U}{2M} - c\,M^{-1/3}.
\]

Both terms tend to 0 as \(M \to \infty\).

**Comparison.** Write \(r = 1/M\) and \(t = M^{-1/3}\). Then

\[
S_{\text{site}} - S_{\text{Bloch}} = \left(\frac U2 - c\right)(1 - r) + c\,(t - r).
\]

For \(M \ge 2\) we have \(r < 1\) and \(t \ge r\). With \(0 \le c < U/2\) the first product is positive and the second is nonnegative. Summing over \(k\) preserves the strict inequality.

## Eight sites in numbers

Take \(M = 8\), \(U = 4\), \(c = 1\). A site orbital has \(S = 2 - 1 = 1\). A Bloch orbital has density \(1/8\) on each site; its square is \(1/64\) and its \(4/3\) power is \(1/16\). Hence

\[
S_{\text{Bloch}} = 8\left(\frac{2}{64} - \frac{1}{16}\right) = -\frac14 .
\]

The totals over eight orbitals are \(8\) and \(-2\), for the same density.

With \(U = 8\) and \(c = 7\) instead, the site value is \(4 - 7 = -3\) and the Bloch value is \(\tfrac12 - \tfrac72 = -3\). This is one of the coincidences mentioned above, and it violates \(c < U/2\).

## The Lean file

```lean
import Mathlib

open Filter Topology
open scoped ComplexConjugate

namespace OrbitalSelfInteraction

noncomputable section

/-- The self-interaction energy of one orbital on `M` sites: a Hartree term of strength `U`
minus a local exchange term of strength `c`. -/
def siEnergy {M : ℕ} (U c : ℝ) (φ : Fin M → ℂ) : ℝ :=
  ∑ x, (U / 2 * ‖φ x‖ ^ 4 - c * ‖φ x‖ ^ (8 / 3 : ℝ))

/-- The orbital localized on site `k`. -/
def siteOrbital {M : ℕ} (k x : Fin M) : ℂ := if x = k then 1 else 0

/-- The Bloch orbital with wave number `k`, a normalized plane wave on the ring of `M` sites. -/
def blochOrbital {M : ℕ} (k x : Fin M) : ℂ :=
  Complex.exp (((2 * Real.pi * (k : ℕ) * (x : ℕ) / M : ℝ) : ℂ) * Complex.I)
    / ((Real.sqrt M : ℝ) : ℂ)

/-- Orthonormality of a family of `M` orbitals on `M` sites. -/
def IsOrthonormal {M : ℕ} (φ : Fin M → Fin M → ℂ) : Prop :=
  ∀ k l, ∑ x, conj (φ k x) * φ l x = if k = l then 1 else 0

/-- The one-particle density matrix of a family of singly occupied orbitals. -/
def densityMatrix {M : ℕ} (φ : Fin M → Fin M → ℂ) (x y : Fin M) : ℂ :=
  ∑ k, φ k x * conj (φ k y)

/-- The total density on site `x` of a family of singly occupied orbitals. -/
def density {M : ℕ} (φ : Fin M → Fin M → ℂ) (x : Fin M) : ℝ := ∑ k, ‖φ k x‖ ^ 2

/-- Any `M` orthonormal orbitals on `M` sites have the identity as density matrix. -/
theorem densityMatrix_eq {M : ℕ} {φ : Fin M → Fin M → ℂ} (h : IsOrthonormal φ)
    (x y : Fin M) : densityMatrix φ x y = if x = y then 1 else 0 := by
  have h1 : (Matrix.of fun k x => conj (φ k x)) * (Matrix.of fun x k => φ k x)
      = (1 : Matrix (Fin M) (Fin M) ℂ) := by
    ext k l
    rw [Matrix.mul_apply, Matrix.one_apply]
    exact h k l
  -- for square matrices a left inverse is a right inverse
  have h2 := mul_eq_one_comm.mp h1
  have h3 := congrFun (congrFun h2 x) y
  rw [Matrix.mul_apply, Matrix.one_apply] at h3
  exact h3

/-- Any `M` orthonormal orbitals on `M` sites have total density one on every site. -/
theorem density_eq_one {M : ℕ} {φ : Fin M → Fin M → ℂ} (h : IsOrthonormal φ)
    (x : Fin M) : density φ x = 1 := by
  have h1 : ((density φ x : ℝ) : ℂ) = densityMatrix φ x x := by
    unfold density densityMatrix
    rw [Complex.ofReal_sum]
    refine Finset.sum_congr rfl fun k _ => ?_
    rw [Complex.mul_conj, Complex.normSq_eq_norm_sq]
  rw [densityMatrix_eq h, if_pos rfl] at h1
  exact_mod_cast h1

/-- The site orbitals are orthonormal. -/
theorem site_orthonormal (M : ℕ) : IsOrthonormal (siteOrbital (M := M)) := by
  intro k l
  rw [Finset.sum_eq_single k]
  · simp [siteOrbital]
  · intro x _ hx
    simp [siteOrbital, hx]
  · intro h
    exact absurd (Finset.mem_univ k) h

/-- The Bloch orbitals are orthonormal. -/
theorem bloch_orthonormal (M : ℕ) : IsOrthonormal (blochOrbital (M := M)) := by
  intro k l
  have hM : M ≠ 0 := by have := k.isLt; omega
  have hMC : (M : ℂ) ≠ 0 := Nat.cast_ne_zero.mpr hM
  have hζ := Complex.isPrimitiveRoot_exp M hM
  have hs : conj (Complex.exp (2 * Real.pi * Complex.I / M))
      * Complex.exp (2 * Real.pi * Complex.I / M) = 1 := by
    have e : (2 * Real.pi * Complex.I / M : ℂ)
        = ((2 * Real.pi / M : ℝ) : ℂ) * Complex.I := by push_cast; ring
    rw [mul_comm, Complex.mul_conj, Complex.normSq_eq_norm_sq, e,
      Complex.norm_exp_ofReal_mul_I]
    norm_num
  have hb : ∀ q x : Fin M, blochOrbital q x
      = Complex.exp (2 * Real.pi * Complex.I / M) ^ ((q : ℕ) * (x : ℕ))
        / ((Real.sqrt M : ℝ) : ℂ) := by
    intro q x
    rw [blochOrbital, ← Complex.exp_nat_mul]
    congr 2
    push_cast
    ring
  generalize Complex.exp (2 * Real.pi * Complex.I / M) = ζ at hζ hs hb
  have hss : ((Real.sqrt M : ℝ) : ℂ) * ((Real.sqrt M : ℝ) : ℂ) = M := by
    rw [← Complex.ofReal_mul, Real.mul_self_sqrt (Nat.cast_nonneg M),
      Complex.ofReal_natCast]
  -- the overlap is a geometric sum
  have term : ∀ x : Fin M, conj (blochOrbital k x) * blochOrbital l x
      = (conj ζ ^ (k : ℕ) * ζ ^ (l : ℕ)) ^ (x : ℕ) / M := by
    intro x
    rw [hb, hb, map_div₀, map_pow, Complex.conj_ofReal, div_mul_div_comm, hss,
      mul_pow, pow_mul, pow_mul]
  rw [Finset.sum_congr rfl (fun x _ => term x), ← Finset.sum_div,
    Fin.sum_univ_eq_sum_range (fun n => (conj ζ ^ (k : ℕ) * ζ ^ (l : ℕ)) ^ n) M]
  by_cases hkl : k = l
  · subst hkl
    rw [← mul_pow, hs]
    simp [hMC]
  · rw [if_neg hkl]
    have hw : conj ζ ^ (k : ℕ) * ζ ^ (l : ℕ) ≠ 1 := by
      intro h
      have h' : ζ ^ (l : ℕ) = ζ ^ (k : ℕ) := by
        calc ζ ^ (l : ℕ) = (conj ζ * ζ) ^ (k : ℕ) * ζ ^ (l : ℕ) := by
              rw [hs, one_pow, one_mul]
          _ = (conj ζ ^ (k : ℕ) * ζ ^ (l : ℕ)) * ζ ^ (k : ℕ) := by
              rw [mul_pow]; ring
          _ = ζ ^ (k : ℕ) := by rw [h, one_mul]
      exact hkl (Fin.ext (hζ.pow_inj l.isLt k.isLt h').symm)
    have hp : (conj ζ ^ (k : ℕ) * ζ ^ (l : ℕ)) ^ M = 1 := by
      rw [mul_pow, ← pow_mul, ← pow_mul, mul_comm (k : ℕ), mul_comm (l : ℕ),
        pow_mul, pow_mul, ← map_pow, hζ.pow_eq_one]
      simp
    have hg := geom_sum_mul (conj ζ ^ (k : ℕ) * ζ ^ (l : ℕ)) M
    rw [hp, sub_self] at hg
    rw [(mul_eq_zero.mp hg).resolve_right (sub_ne_zero.mpr hw), zero_div]

/-- Each site orbital has self-interaction energy `U/2 - c`. -/
theorem siEnergy_site {M : ℕ} (U c : ℝ) (k : Fin M) :
    siEnergy U c (siteOrbital k) = U / 2 - c := by
  have h0 : (0 : ℝ) ^ (8 / 3 : ℝ) = 0 := Real.zero_rpow (by norm_num)
  unfold siEnergy
  rw [Finset.sum_eq_single k]
  · simp [siteOrbital]
  · intro x _ hx
    simp [siteOrbital, hx, h0]
  · intro h
    exact absurd (Finset.mem_univ k) h

/-- Each Bloch orbital has self-interaction energy `U/(2M) - c M^(-1/3)`. -/
theorem siEnergy_bloch {M : ℕ} (U c : ℝ) (k : Fin M) :
    siEnergy U c (blochOrbital k) = U / (2 * M) - c * (M : ℝ) ^ (-(1 / 3) : ℝ) := by
  have hm : (0 : ℝ) < M := Nat.cast_pos.mpr (by have := k.isLt; omega)
  -- a Bloch orbital has the same modulus on every site
  have hn : ∀ x, ‖blochOrbital k x‖ = 1 / Real.sqrt M := by
    intro x
    rw [blochOrbital, norm_div, Complex.norm_exp_ofReal_mul_I, Complex.norm_real,
      Real.norm_of_nonneg (Real.sqrt_nonneg _)]
  have h4 : (1 / Real.sqrt M) ^ 4 = 1 / (M : ℝ) ^ 2 := by
    rw [div_pow, one_pow, show Real.sqrt M ^ 4 = (Real.sqrt M ^ 2) ^ 2 by ring,
      Real.sq_sqrt hm.le]
  have h8 : (1 / Real.sqrt M) ^ (8 / 3 : ℝ) = (M : ℝ) ^ (-(1 / 3) : ℝ) / M := by
    have e : 1 / Real.sqrt M = (M : ℝ) ^ (-(1 / 2) : ℝ) := by
      rw [Real.rpow_neg hm.le, ← Real.sqrt_eq_rpow, one_div]
    rw [e, ← Real.rpow_mul hm.le, ← Real.rpow_sub_one hm.ne']
    congr 1
    norm_num
  unfold siEnergy
  simp only [hn, h4, h8, Finset.sum_const, Finset.card_univ, Fintype.card_fin,
    nsmul_eq_mul]
  generalize (M : ℝ) ^ (-(1 / 3) : ℝ) = t
  field_simp

/-- The site and Bloch bases are orthonormal, with equal density matrices and density one on
every site; their orbital self-interaction energies are `U/2 - c` and `U/(2M) - c M^(-1/3)`. -/
theorem same_density_different_selfInteraction (M : ℕ) (U c : ℝ) :
    IsOrthonormal (siteOrbital (M := M)) ∧ IsOrthonormal (blochOrbital (M := M)) ∧
    (∀ x y : Fin M, densityMatrix siteOrbital x y = densityMatrix blochOrbital x y) ∧
    (∀ x : Fin M, density siteOrbital x = 1 ∧ density blochOrbital x = 1) ∧
    (∀ k : Fin M, siEnergy U c (siteOrbital k) = U / 2 - c ∧
      siEnergy U c (blochOrbital k) = U / (2 * M) - c * (M : ℝ) ^ (-(1 / 3) : ℝ)) :=
  ⟨site_orthonormal M, bloch_orthonormal M,
    fun x y => by
      rw [densityMatrix_eq (site_orthonormal M), densityMatrix_eq (bloch_orthonormal M)],
    fun x => ⟨density_eq_one (site_orthonormal M) x, density_eq_one (bloch_orthonormal M) x⟩,
    fun k => ⟨siEnergy_site U c k, siEnergy_bloch U c k⟩⟩

/-- The self-interaction energy of a Bloch orbital tends to zero as the number of sites grows,
whatever wave number is chosen at each size. -/
theorem siEnergy_bloch_tendsto (U c : ℝ) (k : ∀ n : ℕ, Fin (n + 1)) :
    Tendsto (fun n => siEnergy U c (blochOrbital (k n))) atTop (𝓝 0) := by
  have h1 : Tendsto (fun n : ℕ => ((n + 1 : ℕ) : ℝ)) atTop atTop :=
    tendsto_natCast_atTop_atTop.comp (tendsto_add_atTop_nat 1)
  have h2 := (h1.const_div_atTop (U / 2)).sub
    (((tendsto_rpow_neg_atTop (by norm_num : (0 : ℝ) < 1 / 3)).comp h1).const_mul c)
  rw [mul_zero, sub_zero] at h2
  refine h2.congr fun n => ?_
  have e := siEnergy_bloch U c (k n)
  rw [← div_div] at e
  exact e.symm

/-- For `0 ≤ c < U/2` and at least two sites, the self-interaction energy summed over the Bloch
orbitals is strictly below the sum over the site orbitals. -/
theorem total_bloch_lt_total_site {M : ℕ} (hM : 2 ≤ M) {U c : ℝ} (hc : 0 ≤ c)
    (hU : c < U / 2) :
    ∑ k : Fin M, siEnergy U c (blochOrbital k)
      < ∑ k : Fin M, siEnergy U c (siteOrbital k) := by
  refine Finset.sum_lt_sum_of_nonempty ⟨⟨0, by omega⟩, Finset.mem_univ _⟩ fun k _ => ?_
  rw [siEnergy_bloch, siEnergy_site]
  have hm : (1 : ℝ) < M := by exact_mod_cast (by omega : 1 < M)
  have hr : (M : ℝ)⁻¹ < 1 := inv_lt_one_of_one_lt₀ hm
  -- the exchange term decays more slowly than the Hartree term
  have ht : (M : ℝ)⁻¹ ≤ (M : ℝ) ^ (-(1 / 3) : ℝ) := by
    rw [← Real.rpow_neg_one]
    exact Real.rpow_le_rpow_of_exponent_le hm.le (by norm_num)
  have e : U / (2 * M) = U / 2 * (M : ℝ)⁻¹ := by ring
  rw [e]
  nlinarith [mul_pos (sub_pos.mpr hU) (sub_pos.mpr hr),
    mul_nonneg hc (sub_nonneg.mpr ht)]

end

end OrbitalSelfInteraction
```

```lean
#print axioms OrbitalSelfInteraction.same_density_different_selfInteraction
#print axioms OrbitalSelfInteraction.siEnergy_bloch_tendsto
#print axioms OrbitalSelfInteraction.total_bloch_lt_total_site
```

```
'OrbitalSelfInteraction.same_density_different_selfInteraction' depends on axioms: [propext, Classical.choice, Quot.sound]
'OrbitalSelfInteraction.siEnergy_bloch_tendsto' depends on axioms: [propext, Classical.choice, Quot.sound]
'OrbitalSelfInteraction.total_bloch_lt_total_site' depends on axioms: [propext, Classical.choice, Quot.sound]
```

## Reading the definitions and theorems

A family of orbitals is a function `φ : Fin M → Fin M → ℂ`, with the orbital label first and the site second. Both run from 0 to \(M-1\). Having as many orbitals as sites is built into this type, and it is what makes the band full. `IsOrthonormal` conjugates the left factor, as in the physicist's bracket, and `densityMatrix` conjugates the second.

In `siEnergy` the exponent 4 is a natural number and \(8/3\) is a real one. The parameters `U` and `c` are arbitrary reals; only `total_bloch_lt_total_site` restricts them.

The theorem `same_density_different_selfInteraction` collects orthonormality, the equal density matrices, the unit densities and the two energy formulas. Despite its name it contains no inequality between the energies; that is the content of `total_bloch_lt_total_site`. In `siEnergy_bloch_tendsto` the system has \(n + 1\) sites, so that a wave number always exists, and `k` is any choice of one wave number for each \(n\).

The model has no kinetic energy, no second spin and no partially filled band. The orbitals are given, and nothing is minimized over them. The strength \(c\) is a free parameter, not derived from an electron gas.

## How the proof runs

`densityMatrix_eq` is the argument with \(A\) and \(B\). The hypothesis, entry by entry, gives the matrix equation `h1`; `mul_eq_one_comm` reverses the product, and the entry at `x`, `y` is the claim. `density_eq_one` identifies the real density with the diagonal of the complex density matrix and carries the value 1 back to the reals.

`site_orthonormal` and `siEnergy_site` both reduce a sum over sites to its term at \(x = k\) with `Finset.sum_eq_single`, since all other terms vanish. In the energy, the empty sites contribute nothing because \(0^{8/3} = 0\), recorded as `h0`.

`bloch_orthonormal` is the longest proof. It first collects the properties of \(\zeta\): it is a primitive root of unity (`hζ`), \(\bar\zeta\zeta = 1\) (`hs`), and each Bloch amplitude is a power of \(\zeta\) over \(\sqrt M\) (`hb`). The exponential is then replaced by a bare symbol `ζ`, since only these properties are needed. The step `term` writes each summand of the overlap as \(w^x/M\). For \(k \neq l\), `hw` shows \(w \ne 1\): if \(w\) were 1, multiplying by \(\zeta^k\) would give \(\zeta^l = \zeta^k\), and a primitive root allows this only for equal exponents below \(M\). With `hp`, which is \(w^M = 1\), the identity `geom_sum_mul` makes the product of the sum and \(w - 1\) vanish, and the nonzero factor is removed.

`siEnergy_bloch` establishes the constant modulus in `hn` and its two powers in `h4` and `h8`. The sum over sites then becomes multiplication by \(M\), and `field_simp` finishes the algebra.

`siEnergy_bloch_tendsto` proves the limit for the closed formula, one term at a time, and transfers it to the energy with `congr`. `total_bloch_lt_total_site` compares the sums orbital by orbital. The fact \(t \ge r\) is `ht`, which holds because a base above 1 has powers that increase with the exponent. The two products handed to `nlinarith` are those in the comparison identity, \((U/2 - c)(1 - r)\) and \(c\,(t - r)\).
